# Positive Strain Energy Implies v·A(n)v > 0 for Elastic Tensors with the Minor Symmetries

A plane sound wave strains a crystal periodically. If every homogeneous strain costs energy, can the wave still have a negative squared frequency and grow instead of oscillating? In linear elasticity it cannot.

## The energy carried by a plane-wave strain

Let C_abcd be the elastic tensor of a homogeneous, initially unstressed solid. A strain e produces the stress σ_ab = Σ_cd C_abcd e_cd and has the energy density U(e) = ½ Σ_ab σ_ab e_ab. Two conditions are imposed:

- The minor symmetries are C_bacd = C_abcd, which makes the stress symmetric, and C_abdc = C_abcd, which makes infinitesimal rotations stress-free.
- U(e) > 0 for every nonzero symmetric e, so the unstrained state is a strict energy minimum.

A wave with polarization v along n has the strain amplitude

ε_ab = ½ (v_a n_b + v_b n_a).

By the second minor symmetry, both halves of ε contribute equally to the stress:

σ_ab = Σ_cd C_abcd v_c n_d.

By the first, σ is symmetric, so the same argument applies to its contraction with ε:

2U(ε) = Σ_ab σ_ab v_a n_b = Σ_abcd v_a C_abcd n_b n_d v_c = v·A(n)v,

where A_ac = Σ_bd C_abcd n_b n_d is the acoustic tensor.

It remains to show that ε ≠ 0 when v and n are nonzero. Choose a with v_a ≠ 0 and b with n_b ≠ 0. If ε vanished, ε_aa = v_a n_a = 0 would give n_a = 0. Then ε_ab = ½ v_a n_b ≠ 0, a contradiction. Hence v·A(n)v = 2U(ε) > 0.

For a wave vector k and mass density ρ > 0, the equation of motion gives A(k)v = ρω²v. Taking the dot product with v yields ρω² (v·v) = v·A(k)v > 0, so ω² > 0.

In one dimension C is a single number, and v·A(n)v = C n²v². Both positivity conditions then reduce to C > 0.

## An isotropic solid in numbers

With Lamé constants λ and μ, the three-dimensional isotropic solid has

U(e) = (λ/2)(tr e)² + μ Σ_ab e_ab²,

A_ac = (λ + μ) n_a n_c + μ (n·n) δ_ac.

Take λ = μ = 1, n = (1,0,0) and v = (1,1,0). Then A = diag(3,1,1) and v·Av = 4. The strain has ε_11 = 1 and ε_12 = ε_21 = ½, so U = ½ + 1 + ¼ + ¼ = 2, half of 4 as required.

For general constants, write S = Σ_ab e_ab². Since (tr e)² ≤ 3S, a negative λ gives U ≥ ½(3λ + 2μ)S; for λ ≥ 0, U ≥ μS. Thus μ > 0 and 3λ + 2μ > 0 suffice for positive energy.

For λ = −1, μ = 1, A is (n·n) times the identity, so v·A(n)v > 0. Yet uniform dilation e = δ has U = −9/2 + 3 = −3/2. No single plane wave produces that strain.

## Elastic tensor, energy and acoustic tensor in Lean

The finite index type `ι` labels Cartesian directions, so the dimension is arbitrary.

```lean
import Mathlib

open Matrix

namespace ElasticStability

noncomputable section

variable {ι : Type*} [Fintype ι]
```

The tensor is a real function of four indices. The proofs do not use the major symmetry C_cdab = C_abcd, which a tensor derived from a stored energy has. It makes A(n) symmetric, so that every ω² is real. Without it ω² can be complex, and a wave can then grow even though no real ω² is negative.

```lean
/-- The minor symmetries of an elastic tensor: `C_bacd = C_abcd` and `C_abdc = C_abcd`. -/
def MinorSymm (C : ι → ι → ι → ι → ℝ) : Prop :=
  (∀ a b c d, C b a c d = C a b c d) ∧ (∀ a b c d, C a b d c = C a b c d)
```

Stress and energy follow the formulas above, including the factor ½.

```lean
/-- Hooke's law: the stress `σ_ab = C_abcd e_cd`. -/
def stress (C : ι → ι → ι → ι → ℝ) (e : Matrix ι ι ℝ) : Matrix ι ι ℝ :=
  Matrix.of fun a b => ∑ c, ∑ d, C a b c d * e c d

/-- The elastic energy density `σ_ab e_ab / 2` of a strain `e`. -/
def energy (C : ι → ι → ι → ι → ℝ) (e : Matrix ι ι ℝ) : ℝ :=
  (∑ a, ∑ b, stress C e a b * e a b) / 2
```

The positivity condition ranges over symmetric matrices only.

```lean
/-- Every nonzero symmetric strain costs a positive elastic energy. -/
def PositiveEnergy (C : ι → ι → ι → ι → ℝ) : Prop :=
  ∀ e : Matrix ι ι ℝ, e.IsSymm → e ≠ 0 → 0 < energy C e
```

The vector `n` need not have unit length, so the same definition serves for directions and wave vectors.

```lean
/-- The acoustic tensor `A_ac = C_abcd n_b n_d` for the direction `n`. -/
def acoustic (C : ι → ι → ι → ι → ℝ) (n : ι → ℝ) : Matrix ι ι ℝ :=
  Matrix.of fun a c => ∑ b, ∑ d, C a b c d * n b * n d

/-- The strain amplitude of a plane wave with polarization `v` and direction `n`:
the symmetric part of `v_a n_b`. -/
def strain (v n : ι → ℝ) : Matrix ι ι ℝ :=
  Matrix.of fun a b => (v a * n b + v b * n a) / 2
```

## From strain energy to squared frequency

The first lemma swaps the summation indices to show that a symmetric factor M gives the same contraction with g_ab and g_ba.

```lean
/-- Contraction with a symmetric array sees only the symmetric part of the other factor. -/
theorem sum_symm_part (M : ι → ι → ℝ) (hM : ∀ a b, M b a = M a b) (g : ι → ι → ℝ) :
    ∑ a, ∑ b, M a b * ((g a b + g b a) / 2) = ∑ a, ∑ b, M a b * g a b := by
  have h : ∑ a, ∑ b, M a b * g b a = ∑ a, ∑ b, M a b * g a b := by
    rw [Finset.sum_comm]
    exact Finset.sum_congr rfl fun a _ => Finset.sum_congr rfl fun b _ => by rw [hM a b]
  have h' : ∑ a, ∑ b, M a b * ((g a b + g b a) / 2)
      = 1 / 2 * ∑ a, ∑ b, M a b * g a b + 1 / 2 * ∑ a, ∑ b, M a b * g b a := by
    simp only [Finset.mul_sum, ← Finset.sum_add_distrib]
    exact Finset.sum_congr rfl fun a _ => Finset.sum_congr rfl fun b _ => by ring
  rw [h', h]
  ring
```

It is used twice below: `h1` simplifies the stress, and `h2` simplifies its contraction with the strain. Reordering the finite sums then gives v·A(n)v = 2U(ε).

```lean
/-- For an elastic tensor with the minor symmetries, the quadratic form of the acoustic tensor
is twice the elastic energy of the plane-wave strain. -/
theorem acoustic_eq_energy {C : ι → ι → ι → ι → ℝ} (hC : MinorSymm C) (n v : ι → ℝ) :
    v ⬝ᵥ acoustic C n *ᵥ v = 2 * energy C (strain v n) := by
  -- the second minor symmetry: the stress depends only on the symmetric part of `v_c n_d`
  have h1 : ∀ a b, stress C (strain v n) a b = ∑ c, ∑ d, C a b c d * (v c * n d) :=
    fun a b => sum_symm_part (C a b) (fun c d => hC.2 a b c d) (fun c d => v c * n d)
  -- the first minor symmetry: the stress is symmetric
  have hs : ∀ a b, stress C (strain v n) b a = stress C (strain v n) a b := by
    intro a b
    simp only [stress, Matrix.of_apply, hC.1 a b]
  have h2 : ∑ a, ∑ b, stress C (strain v n) a b * strain v n a b
      = ∑ a, ∑ b, stress C (strain v n) a b * (v a * n b) :=
    sum_symm_part (stress C (strain v n)) hs (fun a b => v a * n b)
  have h3 : ∀ x : ℝ, 2 * (x / 2) = x := fun x => by ring
  rw [energy, h2, h3]
  simp only [h1, dotProduct, Matrix.mulVec, acoustic, Matrix.of_apply, Finset.mul_sum,
    Finset.sum_mul]
  refine Finset.sum_congr rfl fun a _ => ?_
  rw [Finset.sum_comm]
  exact Finset.sum_congr rfl fun b _ => Finset.sum_congr rfl fun c _ =>
    Finset.sum_congr rfl fun d _ => by ring
```

The next proof is the two-entry argument for ε ≠ 0.

```lean
omit [Fintype ι] in
/-- A plane wave with nonzero polarization and nonzero direction has a nonzero strain. -/
theorem strain_ne_zero {v n : ι → ℝ} (hv : v ≠ 0) (hn : n ≠ 0) : strain v n ≠ 0 := by
  intro h
  obtain ⟨a, ha⟩ := Function.ne_iff.mp hv
  obtain ⟨b, hb⟩ := Function.ne_iff.mp hn
  have haa : (v a * n a + v a * n a) / 2 = 0 := congrFun (congrFun h a) a
  have hab : (v a * n b + v b * n a) / 2 = 0 := congrFun (congrFun h a) b
  -- the diagonal entry forces `n a = 0`, and then the entry `a b` is `v a * n b / 2`
  have hna : n a = 0 := (mul_eq_zero.mp (by linarith : v a * n a = 0)).resolve_left ha
  rw [hna] at hab
  exact (mul_ne_zero ha hb) (by linarith)
```

The main theorem checks that the strain is symmetric and applies the energy hypothesis to it.

```lean
/-- If an elastic tensor has the minor symmetries and a positive energy for every nonzero
symmetric strain, its acoustic tensor satisfies `v · A(n) v > 0` for all nonzero `n` and `v`. -/
theorem acoustic_pos {C : ι → ι → ι → ι → ℝ} (hC : MinorSymm C) (hE : PositiveEnergy C)
    {n v : ι → ℝ} (hn : n ≠ 0) (hv : v ≠ 0) : 0 < v ⬝ᵥ acoustic C n *ᵥ v := by
  have hs : (strain v n).IsSymm := by
    ext a b
    simp only [strain, Matrix.transpose_apply, Matrix.of_apply]
    ring
  rw [acoustic_eq_energy hC]
  linarith [hE _ hs (strain_ne_zero hv hn)]
```

For the frequency, the dot product with v leaves a positive factor v·v.

```lean
/-- The dot product of a nonzero real vector with itself is positive. -/
theorem dot_self_pos {v : ι → ℝ} (hv : v ≠ 0) : 0 < v ⬝ᵥ v :=
  lt_of_le_of_ne (Finset.sum_nonneg fun i _ => mul_self_nonneg (v i))
    (Ne.symm fun h => hv (dotProduct_self_eq_zero.mp h))
```

Here `w` stands for ω². The theorem concerns a given real solution `v`, `w`; it does not assert that one exists.

```lean
/-- If an elastic tensor `C` has the minor symmetries and a positive energy for every nonzero
symmetric strain, then a solution `v ≠ 0` of the Christoffel equation `A(k) v = ρ ω² v` with `k ≠ 0`
and density `ρ > 0` has a positive squared frequency `ω²`, here called `w`. -/
theorem christoffel_pos {C : ι → ι → ι → ι → ℝ} (hC : MinorSymm C) (hE : PositiveEnergy C)
    {k v : ι → ℝ} (hk : k ≠ 0) (hv : v ≠ 0) {ρ w : ℝ} (hρ : 0 < ρ)
    (hw : acoustic C k *ᵥ v = (ρ * w) • v) : 0 < w := by
  have h := acoustic_pos hC hE hk hv
  rw [hw, dotProduct_smul, smul_eq_mul] at h
  exact (mul_pos_iff_of_pos_left hρ).mp ((mul_pos_iff_of_pos_right (dot_self_pos hv)).mp h)
```

For computed elastic constants that satisfy both conditions, this excludes negative ω² for such plane waves within homogeneous linear elasticity, but says nothing about short-wavelength phonons.

## Isotropic stability and the failed converse

The Lamé constants λ and μ appear as `l` and `m`.

```lean
local notation "δ" => (1 : Matrix (Fin 3) (Fin 3) ℝ)

/-- The elastic tensor of a three-dimensional isotropic solid with Lamé constants `l` and `m`. -/
def isotropic (l m : ℝ) (a b c d : Fin 3) : ℝ :=
  l * (δ a b * δ c d) + m * (δ a c * δ b d + δ a d * δ b c)
```

Expanding the nine strain components gives the energy formula.

```lean
/-- The isotropic energy of a symmetric strain is `l (tr e)² / 2 + m e_ab e_ab`. -/
theorem isotropic_energy (l m : ℝ) {e : Matrix (Fin 3) (Fin 3) ℝ} (he : e.IsSymm) :
    energy (isotropic l m) e = l / 2 * e.trace ^ 2 + m * ∑ a, ∑ b, e a b ^ 2 := by
  have h10 : e 1 0 = e 0 1 := he.apply 0 1
  have h20 : e 2 0 = e 0 2 := he.apply 0 2
  have h21 : e 2 1 = e 1 2 := he.apply 1 2
  simp [energy, stress, isotropic, Matrix.trace_fin_three, Fin.sum_univ_three,
    Matrix.one_apply, h10, h20, h21]
  ring
```

The positivity proof uses the trace bound `hT` and splits on the sign of `l`.

```lean
/-- The isotropic solid with `m > 0` and `3 l + 2 m > 0` has the minor symmetries and a positive
energy for every nonzero symmetric strain. -/
theorem isotropic_witness {l m : ℝ} (hm : 0 < m) (hl : 0 < 3 * l + 2 * m) :
    MinorSymm (isotropic l m) ∧ PositiveEnergy (isotropic l m) := by
  have hδ : ∀ a b, δ a b = δ b a := fun a b =>
    congrFun (congrFun (Matrix.transpose_one (n := Fin 3) (α := ℝ)) b) a
  refine ⟨⟨fun a b c d => ?_, fun a b c d => ?_⟩, fun e he h0 => ?_⟩
  · simp only [isotropic]
    rw [hδ b a]
    ring
  · simp only [isotropic]
    rw [hδ d c]
    ring
  · obtain ⟨i, j, hij⟩ : ∃ i j, e i j ≠ 0 := by
      by_contra h
      push Not at h
      exact h0 (by ext i j; exact h i j)
    have hS : 0 < ∑ a, ∑ b, e a b ^ 2 :=
      Finset.sum_pos' (fun a _ => Finset.sum_nonneg fun b _ => sq_nonneg _)
        ⟨i, Finset.mem_univ _, Finset.sum_pos' (fun b _ => sq_nonneg _)
          ⟨j, Finset.mem_univ _, by positivity⟩⟩
    -- the trace is bounded by the full norm of the strain
    have hT : e.trace ^ 2 ≤ 3 * ∑ a, ∑ b, e a b ^ 2 := by
      simp only [Matrix.trace_fin_three, Fin.sum_univ_three]
      nlinarith [sq_nonneg (e 0 0 - e 1 1), sq_nonneg (e 0 0 - e 2 2),
        sq_nonneg (e 1 1 - e 2 2), sq_nonneg (e 0 1), sq_nonneg (e 0 2), sq_nonneg (e 1 0),
        sq_nonneg (e 1 2), sq_nonneg (e 2 0), sq_nonneg (e 2 1)]
    rw [isotropic_energy l m he]
    rcases le_total 0 l with h | h
    · have := mul_pos hm hS
      positivity
    · nlinarith [mul_le_mul_of_nonpos_left hT h, mul_pos hl hS]
```

The last theorem computes the acoustic tensor entry by entry for λ = −1, μ = 1, then evaluates the energy of uniform dilation.

```lean
/-- The converse fails: for Lamé constants `-1` and `1` the acoustic tensor satisfies
`v · A(n) v > 0` for all nonzero `n` and `v`, but uniform dilation has negative energy. -/
theorem converse_fails :
    (∀ n v : Fin 3 → ℝ, n ≠ 0 → v ≠ 0 → 0 < v ⬝ᵥ acoustic (isotropic (-1) 1) n *ᵥ v) ∧
      energy (isotropic (-1) 1) δ < 0 := by
  constructor
  · intro n v hn hv
    -- for these constants the acoustic tensor is a multiple of the identity
    have hA : acoustic (isotropic (-1) 1) n = (n ⬝ᵥ n) • δ := by
      ext a c
      fin_cases a <;> fin_cases c <;>
        simp [acoustic, isotropic, dotProduct, Fin.sum_univ_three, Matrix.one_apply] <;> ring
    rw [hA, Matrix.smul_mulVec, Matrix.one_mulVec, dotProduct_smul, smul_eq_mul]
    exact mul_pos (dot_self_pos hn) (dot_self_pos hv)
  · rw [isotropic_energy _ _ Matrix.transpose_one]
    norm_num [Matrix.trace_fin_three, Fin.sum_univ_three, Matrix.one_apply]

end

end ElasticStability
```

```lean
#print axioms ElasticStability.acoustic_eq_energy
-- 'ElasticStability.acoustic_eq_energy' depends on axioms: [propext, Classical.choice, Quot.sound]
#print axioms ElasticStability.christoffel_pos
-- 'ElasticStability.christoffel_pos' depends on axioms: [propext, Classical.choice, Quot.sound]
#print axioms ElasticStability.converse_fails
-- 'ElasticStability.converse_fails' depends on axioms: [propext, Classical.choice, Quot.sound]
```
